# Leave-one-out residuals of ridge regression from the hat matrix

## Definitions and conventions

A linear model predicts a real target, such as an energy, from a vector of descriptors. The training data form a real design matrix $X$ with rows labelled by $i, j$ in a finite set $m$ and columns by $k$ in a finite set $n$. Row $i$ is the descriptor vector $x_i$, and $y_i$ is its target. For a regularisation strength $\lambda > 0$ and a weight vector $w$ with components $w_k$, define

$$G = X^TX + \lambda I,\qquad \hat w = G^{-1}X^Ty,\qquad H = XG^{-1}X^T,\qquad L(w) = |y - Xw|^2 + \lambda|w|^2 .$$

The fitted values are $X\hat w = Hy$, and $H_{ii}$ is the leverage of row $i$. A prime marks data with row $i$ removed: $X'$, $y'$, $G' = X'^TX' + \lambda I$ and $w' = G'^{-1}X'^Ty'$, with the same $\lambda$. The leave-one-out residual is $r_i = y_i - x_i\cdot w'$.

**Claim.** For every row $i$, $0 \le H_{ii} < 1$ and
$$r_i = \frac{(y - Hy)_i}{1 - H_{ii}} .$$

For an interatomic potential that is linear in finitely many fixed descriptors, with one row per configuration, a single fit thus yields the leave-one-out error of every configuration.

## Derivation

*Invertibility.* For weight vectors $a, b$,
$$a\cdot Gb = Xa\cdot Xb + \lambda\, a\cdot b. \tag{1}$$
If $Gv = 0$ then $0 = |Xv|^2 + \lambda|v|^2$, so $v = 0$ and $G$ is invertible.

*Minimum.* Put $w = \hat w + d$. Expanding,
$$L(w) - L(\hat w) = 2\,(Xd\cdot X\hat w + \lambda\, d\cdot\hat w - Xd\cdot y) + |Xd|^2 + \lambda|d|^2 .$$
By (1) the bracket is $d\cdot(G\hat w - X^Ty) = 0$, and the remainder is positive for $d \ne 0$.

*Leverage.* Let $u = G^{-1}x_i$. Then $H_{ii} = x_i\cdot u = u\cdot Gu = |Xu|^2 + \lambda|u|^2 \ge 0$. The $i$-th component of $Xu$ is $H_{ii}$ itself, so $H_{ii} \ge H_{ii}^2 + \lambda|u|^2$. If $H_{ii} \ge 1$ then $H_{ii}^2 \ge H_{ii}$, which forces $u = 0$ and $H_{ii} = 0$, a contradiction.

*Removing a row.* Splitting off the term $j = i$ gives $X^Ty = X'^Ty' + y_i x_i$. The same split applied to $Xw$ gives $Gw = G'w + (x_i\cdot w)\,x_i$. With $G'w' = X'^Ty'$,
$$Gw' = X^Ty - y_i x_i + (x_i\cdot w')\,x_i = X^Ty - r_i x_i,\qquad w' = \hat w - r_i\,G^{-1}x_i .$$

*Projection.* The dot product with $x_i$ gives $y_i - r_i = (Hy)_i - r_i H_{ii}$, that is $r_i(1 - H_{ii}) = (y - Hy)_i$, and $1 - H_{ii} > 0$ permits division. Since $0 < 1 - H_{ii} \le 1$, also $(y - Hy)_i^2 \le r_i^2$.

*Smallest case.* With one row and one descriptor $x$, $H = x^2/(x^2 + \lambda)$. The reduced data are empty, $G' = \lambda$, $w' = 0$ and $r = y$, which agrees with $(1 - H)y/(1 - H)$.

*The case $\lambda = 0$.* For ordinary least squares the formula remains true at every row whose removal leaves $G'$ invertible, but the theorems below assume $\lambda > 0$ and do not cover this case. Without invertibility it can break down: take $x = 1$ in the same example. Then $H = 1$, so the strict bound fails, $G' = 0$ is singular, and the formula reads $0/0$.

## Formal development

The types `m` and `n` label rows and columns; either may be empty. The real number `l` is $\lambda$, `*ᵥ` is the matrix–vector product, `⬝ᵥ` the dot product, and `X i` is $x_i$.

In Lean 4 with Mathlib:

```lean
import Mathlib

open Matrix

namespace RidgeLeaveOneOut

noncomputable section

variable {m n : Type*} [Fintype m] [Fintype n] [DecidableEq n]
```

The definitions `gram`, `coef`, `hat` and `loss` are $G$, $\hat w$, $H$ and $L$. The loss is a sum and not a mean, so $\lambda$ is not rescaled when a row is removed, and every weight is penalised, including that of a constant column.

```lean
/-- The regularised Gram matrix `XᵀX + l I` of a design matrix `X`. -/
def gram (X : Matrix m n ℝ) (l : ℝ) : Matrix n n ℝ := Xᵀ * X + l • (1 : Matrix n n ℝ)

/-- The ridge weights `(XᵀX + l I)⁻¹ Xᵀ y`. -/
def coef (X : Matrix m n ℝ) (l : ℝ) (y : m → ℝ) : n → ℝ := (gram X l)⁻¹ *ᵥ (Xᵀ *ᵥ y)

/-- The hat matrix `H = X (XᵀX + l I)⁻¹ Xᵀ`. -/
def hat (X : Matrix m n ℝ) (l : ℝ) : Matrix m m ℝ := X * (gram X l)⁻¹ * Xᵀ

/-- The ridge loss `|y - X w|² + l |w|²` of weights `w`. -/
def loss (X : Matrix m n ℝ) (l : ℝ) (y : m → ℝ) (w : n → ℝ) : ℝ :=
  (y - X *ᵥ w) ⬝ᵥ (y - X *ᵥ w) + l * (w ⬝ᵥ w)
```

The reduced data $X'$ and $y'$ are indexed by the subtype `{j // j ≠ i}`, so the row is absent and not merely set to zero.

```lean
/-- The design matrix with row `i` removed. -/
def dropRow (X : Matrix m n ℝ) (i : m) : Matrix {j // j ≠ i} n ℝ :=
  Matrix.of fun j k => X j.1 k

/-- The target vector with entry `i` removed. -/
def dropEntry (y : m → ℝ) (i : m) : {j // j ≠ i} → ℝ := fun j => y j.1
```

Identity (1) holds for any real `l`.

```lean
/-- The bilinear form of the regularised Gram matrix is `Xa · Xb + l a · b`. -/
theorem gram_form (X : Matrix m n ℝ) (l : ℝ) (a b : n → ℝ) :
    a ⬝ᵥ gram X l *ᵥ b = (X *ᵥ a) ⬝ᵥ (X *ᵥ b) + l * (a ⬝ᵥ b) := by
  rw [gram, add_mulVec, ← mulVec_mulVec, smul_mulVec, one_mulVec, dotProduct_add,
    dotProduct_mulVec a Xᵀ, vecMul_transpose, dotProduct_smul, smul_eq_mul]
```

With `hl : 0 < l`, a vanishing determinant supplies a vector `v ≠ 0` in the kernel, and (1) forces `v ⬝ᵥ v ≤ 0`. The next lemma turns this into $GG^{-1}b = b$ and $G^{-1}Gb = b$.

```lean
/-- For `l > 0` the determinant of the regularised Gram matrix is invertible. -/
theorem gram_det_isUnit (X : Matrix m n ℝ) {l : ℝ} (hl : 0 < l) :
    IsUnit (gram X l).det := by
  rw [isUnit_iff_ne_zero]
  intro h
  obtain ⟨v, hv, h0⟩ := Matrix.exists_mulVec_eq_zero_iff.mpr h
  have q := gram_form X l v v
  rw [h0, dotProduct_zero] at q
  have h1 : 0 ≤ (X *ᵥ v) ⬝ᵥ (X *ᵥ v) := Finset.sum_nonneg fun j _ => mul_self_nonneg _
  have h2 : 0 ≤ v ⬝ᵥ v := Finset.sum_nonneg fun j _ => mul_self_nonneg _
  have h3 : v ⬝ᵥ v ≤ 0 := by
    by_contra hc
    have := mul_pos hl (not_le.mp hc)
    linarith
  exact hv (dotProduct_self_eq_zero.mp (le_antisymm h3 h2))

/-- For `l > 0` the regularised Gram matrix and its inverse undo each other on vectors. -/
theorem gram_solve (X : Matrix m n ℝ) {l : ℝ} (hl : 0 < l) :
    (∀ b, gram X l *ᵥ ((gram X l)⁻¹ *ᵥ b) = b) ∧
      (∀ b, (gram X l)⁻¹ *ᵥ (gram X l *ᵥ b) = b) := by
  constructor
  · intro b
    rw [mulVec_mulVec, mul_nonsing_inv _ (gram_det_isUnit X hl), one_mulVec]
  · intro b
    rw [mulVec_mulVec, nonsing_inv_mul _ (gram_det_isUnit X hl), one_mulVec]
```

In `coef_minimises`, `hn` is the normal equation and `e` the vanishing bracket; `linarith` finishes after the expansion. The theorem is not used later. It holds for any design matrix, `dropRow X i` included, and so identifies both $\hat w$ and $w'$ as unique minimisers of their losses.

```lean
/-- For `l > 0` any weights other than the ridge weights have a strictly larger ridge loss. -/
theorem coef_minimises (X : Matrix m n ℝ) {l : ℝ} (hl : 0 < l) (y : m → ℝ) (w : n → ℝ)
    (hw : w ≠ coef X l y) : loss X l y (coef X l y) < loss X l y w := by
  have hn : gram X l *ᵥ coef X l y = Xᵀ *ᵥ y := (gram_solve X hl).1 _
  generalize coef X l y = c at hw hn ⊢
  obtain ⟨d, rfl⟩ : ∃ d, w = c + d := ⟨w - c, by abel⟩
  have hd : d ≠ 0 := by
    intro h
    exact hw (by rw [h, add_zero])
  -- the normal equations remove the terms linear in the displacement `d`
  have e : d ⬝ᵥ gram X l *ᵥ c = d ⬝ᵥ Xᵀ *ᵥ y := by rw [hn]
  rw [gram_form, dotProduct_mulVec d Xᵀ, vecMul_transpose] at e
  have h1 : 0 ≤ (X *ᵥ d) ⬝ᵥ (X *ᵥ d) := Finset.sum_nonneg fun j _ => mul_self_nonneg _
  have h2 : 0 ≤ d ⬝ᵥ d := Finset.sum_nonneg fun j _ => mul_self_nonneg _
  have h3 : 0 < l * (d ⬝ᵥ d) :=
    mul_pos hl (lt_of_le_of_ne h2 fun h => hd (dotProduct_self_eq_zero.mp h.symm))
  have c1 := dotProduct_comm y (X *ᵥ d)
  have c2 := dotProduct_comm (X *ᵥ c) (X *ᵥ d)
  have c3 : l * (c ⬝ᵥ d) = l * (d ⬝ᵥ c) := by rw [dotProduct_comm c d]
  simp only [loss, mulVec_add, sub_dotProduct, dotProduct_sub, add_dotProduct,
    dotProduct_add, mul_add]
  linarith
```

`hat_diag` is $H_{ii} = x_i\cdot G^{-1}x_i$. In `leverage_bounds`, `q` is $H_{ii} = |Xu|^2 + \lambda|u|^2$, `hs` bounds $|Xu|^2$ below by its $i$-th term, and the last branch is the contradiction.

```lean
/-- The diagonal element `H_ii` is `x_i · (XᵀX + l I)⁻¹ x_i` with `x_i` the `i`-th row. -/
theorem hat_diag (X : Matrix m n ℝ) (l : ℝ) (i : m) :
    hat X l i i = X i ⬝ᵥ (gram X l)⁻¹ *ᵥ X i := by
  rw [hat, Matrix.mul_assoc]
  rfl

/-- For `l > 0` every leverage `H_ii` satisfies `0 ≤ H_ii < 1`. -/
theorem leverage_bounds (X : Matrix m n ℝ) {l : ℝ} (hl : 0 < l) (i : m) :
    0 ≤ hat X l i i ∧ hat X l i i < 1 := by
  obtain ⟨u, hu⟩ : ∃ u, u = (gram X l)⁻¹ *ᵥ X i := ⟨_, rfl⟩
  have hG : gram X l *ᵥ u = X i := by
    rw [hu]
    exact (gram_solve X hl).1 _
  rw [hat_diag, ← hu]
  -- H_ii = |Xu|² + l |u|², and H_ii itself is the i-th component of Xu
  have q := gram_form X l u u
  rw [hG, dotProduct_comm u (X i)] at q
  have hs : (X i ⬝ᵥ u) * (X i ⬝ᵥ u) ≤ (X *ᵥ u) ⬝ᵥ (X *ᵥ u) :=
    Finset.single_le_sum (f := fun j => (X *ᵥ u) j * (X *ᵥ u) j)
      (fun j _ => mul_self_nonneg _) (Finset.mem_univ i)
  have h2 : 0 ≤ u ⬝ᵥ u := Finset.sum_nonneg fun j _ => mul_self_nonneg _
  constructor
  · have := mul_nonneg hl.le h2
    have := mul_self_nonneg (X i ⬝ᵥ u)
    linarith
  · by_contra hc
    have hc : 1 ≤ X i ⬝ᵥ u := not_lt.mp hc
    have hh : X i ⬝ᵥ u ≤ (X i ⬝ᵥ u) * (X i ⬝ᵥ u) := by nlinarith
    have h3 : u ⬝ᵥ u ≤ 0 := by
      by_contra hp
      have := mul_pos hl (not_le.mp hp)
      linarith
    rw [dotProduct_self_eq_zero.mp (le_antisymm h3 h2), dotProduct_zero] at hc
    linarith
```

`looResidual` is $r_i$, defined by an actual refit.

```lean
variable [DecidableEq m]

/-- The residual at row `i` of the ridge fit trained on all rows except `i`. -/
def looResidual (X : Matrix m n ℝ) (l : ℝ) (y : m → ℝ) (i : m) : ℝ :=
  y i - X i ⬝ᵥ coef (dropRow X i) l (dropEntry y i)
```

The split of $X^Ty$ comes first. In `coef_drop`, `hg` is the split of $Gw$, `hn` the reduced normal equation, `h2` the equation $Gw' = X^Ty - r_i x_i$, and the `calc` block applies $G^{-1}$.

```lean
omit [Fintype n] [DecidableEq n] in
/-- `Xᵀ y` is the same product for the data without row `i`, plus `y_i x_i`. -/
theorem transpose_mulVec_drop (X : Matrix m n ℝ) (y : m → ℝ) (i : m) :
    Xᵀ *ᵥ y = (dropRow X i)ᵀ *ᵥ dropEntry y i + y i • X i := by
  funext k
  have h : ∑ j, X j k * y j = X i k * y i + ∑ j : {j // j ≠ i}, X j.1 k * y j.1 :=
    Fintype.sum_eq_add_sum_subtype_ne (fun j => X j k * y j) i
  show ∑ j, X j k * y j = ∑ j : {j // j ≠ i}, X j.1 k * y j.1 + y i * X i k
  rw [h]
  ring

/-- For `l > 0` the weights fitted without row `i` are the full weights minus the
leave-one-out residual times `(XᵀX + l I)⁻¹ x_i`. -/
theorem coef_drop (X : Matrix m n ℝ) {l : ℝ} (hl : 0 < l) (y : m → ℝ) (i : m) :
    coef (dropRow X i) l (dropEntry y i)
      = coef X l y - looResidual X l y i • ((gram X l)⁻¹ *ᵥ X i) := by
  -- removing a row changes the Gram matrix by the rank-one term x_i x_iᵀ
  have hg : ∀ w, gram X l *ᵥ w = gram (dropRow X i) l *ᵥ w + (X i ⬝ᵥ w) • X i := by
    intro w
    have e1 : dropEntry (X *ᵥ w) i = dropRow X i *ᵥ w := rfl
    have e2 : (X *ᵥ w) i = X i ⬝ᵥ w := rfl
    simp only [gram, add_mulVec, ← mulVec_mulVec]
    rw [transpose_mulVec_drop X (X *ᵥ w) i, e1, e2]
    abel
  have hn : gram (dropRow X i) l *ᵥ coef (dropRow X i) l (dropEntry y i)
      = (dropRow X i)ᵀ *ᵥ dropEntry y i := (gram_solve (dropRow X i) hl).1 _
  have h2 : gram X l *ᵥ coef (dropRow X i) l (dropEntry y i)
      = Xᵀ *ᵥ y - looResidual X l y i • X i := by
    rw [hg, hn, transpose_mulVec_drop X y i, looResidual, sub_smul]
    abel
  calc coef (dropRow X i) l (dropEntry y i)
      = (gram X l)⁻¹ *ᵥ (gram X l *ᵥ coef (dropRow X i) l (dropEntry y i)) :=
        ((gram_solve X hl).2 _).symm
    _ = coef X l y - looResidual X l y i • ((gram X l)⁻¹ *ᵥ X i) := by
        rw [h2, mulVec_sub, mulVec_smul]
        rfl
```

The main theorem states, for any $X$, $y$, row $i$ and $\lambda > 0$, that $H_{ii} < 1$ and that $r_i$ equals the quotient. Here `h` is the projection on $x_i$, `hfit` is $Hy = X\hat w$, and `linear_combination hr - h` closes the equation after the denominator is cleared.

```lean
/-- For `l > 0` one has `H_ii < 1`, and the residual at row `i` of the fit omitting row `i`
equals `(y - H y)_i / (1 - H_ii)`. -/
theorem loo_residual_eq (X : Matrix m n ℝ) {l : ℝ} (hl : 0 < l) (y : m → ℝ) (i : m) :
    hat X l i i < 1 ∧
      looResidual X l y i = (y - hat X l *ᵥ y) i / (1 - hat X l i i) := by
  have hlt := (leverage_bounds X hl i).2
  refine ⟨hlt, ?_⟩
  -- project the weight update on x_i
  have h : X i ⬝ᵥ coef (dropRow X i) l (dropEntry y i)
      = X i ⬝ᵥ coef X l y - looResidual X l y i * hat X l i i := by
    rw [coef_drop X hl y i, dotProduct_sub, dotProduct_smul, smul_eq_mul, hat_diag]
  have hr : looResidual X l y i = y i - X i ⬝ᵥ coef (dropRow X i) l (dropEntry y i) := rfl
  have hfit : hat X l *ᵥ y = X *ᵥ coef X l y := by
    simp only [hat, coef, mulVec_mulVec, Matrix.mul_assoc]
  have hy : (y - hat X l *ᵥ y) i = y i - X i ⬝ᵥ coef X l y := by
    rw [hfit]
    rfl
  rw [hy, eq_div_iff (sub_pos.mpr hlt).ne']
  linear_combination hr - h
```

Summing over rows gives $\sum_i r_i^2$ in closed form and shows that it is at least $\sum_i (y - Hy)_i^2$.

```lean
/-- For `l > 0` the sum of squared leave-one-out residuals is
`∑ ((y - H y)_i / (1 - H_ii))²`, and it is at least the sum of squared training residuals. -/
theorem loo_sum_sq (X : Matrix m n ℝ) {l : ℝ} (hl : 0 < l) (y : m → ℝ) :
    ∑ i, looResidual X l y i ^ 2 = ∑ i, ((y - hat X l *ᵥ y) i / (1 - hat X l i i)) ^ 2 ∧
      ∑ i, (y - hat X l *ᵥ y) i ^ 2 ≤ ∑ i, looResidual X l y i ^ 2 := by
  constructor
  · exact Finset.sum_congr rfl fun i _ => by rw [(loo_residual_eq X hl y i).2]
  · refine Finset.sum_le_sum fun i _ => ?_
    obtain ⟨h0, h1⟩ := leverage_bounds X hl i
    have e : (y - hat X l *ᵥ y) i = looResidual X l y i * (1 - hat X l i i) :=
      ((eq_div_iff (sub_pos.mpr h1).ne').mp (loo_residual_eq X hl y i).2).symm
    rw [e, mul_pow]
    exact mul_le_of_le_one_right (sq_nonneg _) (pow_le_one₀ (by linarith) (by linarith))

end

end RidgeLeaveOneOut
```

```lean
#print axioms RidgeLeaveOneOut.coef_minimises
#print axioms RidgeLeaveOneOut.loo_sum_sq
```

```
'RidgeLeaveOneOut.coef_minimises' depends on axioms: [propext, Classical.choice, Quot.sound]
'RidgeLeaveOneOut.loo_sum_sq' depends on axioms: [propext, Classical.choice, Quot.sound]
```

The theorems concern an explicit finite descriptor matrix, in exact arithmetic, with one row removed. Neither the kernel form of $H$ in terms of $XX^T$ nor the removal of several rows at once, as when a configuration contributes an energy and force components, appears in any statement above.
